# Existence and norm of momentum states built from a periodic basis vector

To set up a fixed-momentum block for exact diagonalisation of a finite spin ring, a program takes one configuration from each translation orbit, tests whether it contributes at that momentum, and normalises the state it generates. The problems below derive the test and the norm for translations that permute basis states without extra signs or phases.

Let \(E\) be a complex inner product space, of any dimension, and \(T\) a linear map on it (`E →ₗ[ℂ] E`).

```lean
import Mathlib

open Finset

namespace MomentumStates

noncomputable section

variable {E ι : Type*} [NormedAddCommGroup E] [InnerProductSpace ℂ E]
```

Take an integer \(N\ge1\), the number of translations that restore every state, and any integer \(k\), the momentum label. The phase of the \(j\)-th translation is
\[
p_j=e^{-2\pi\mathrm i kj/N},
\]
written `phase N k j`.

```lean
/-- The Bloch phase `exp(-2πi k j / N)` of the `j`-th translation at momentum `k`, for `N ≠ 0`. -/
def phase (N : ℕ) (k : ℤ) (j : ℕ) : ℂ :=
  Complex.exp (-2 * Real.pi * Complex.I * k * j / N)
```

The unnormalised momentum state of a vector \(x\) is \(\psi_k(x)=\sum_{j<N}p_j\,T^jx\).

```lean
/-- The unnormalised momentum state: the sum over `j < N` of `exp(-2πi k j / N) T^j x`. -/
def momentumState (T : E →ₗ[ℂ] E) (N : ℕ) (k : ℤ) (x : E) : E :=
  ∑ j ∈ range N, phase N k j • (T ^ j) x
```

## (a) Phases of successive translations

Show that \(p_{i+j}=p_ip_j\).

**Solution.** The exponent is linear in the number of translations, so the exponents add and the exponentials multiply.

```lean
/-- Bloch phases of successive translations multiply. -/
theorem phase_add (N : ℕ) (k : ℤ) (i j : ℕ) :
    phase N k (i + j) = phase N k i * phase N k j := by
  unfold phase
  rw [← Complex.exp_add]
  congr 1
  push_cast
  ring
```

## (b) Phases of repeated translations

Show that \(p_{jm}=p_j^{\,m}\).

**Solution.** The exponent of \(p_{jm}\) is \(m\) times that of \(p_j\).

```lean
/-- Repeating a translation by `j` steps `m` times raises its Bloch phase to the power `m`. -/
theorem phase_mul (N : ℕ) (k : ℤ) (j m : ℕ) :
    phase N k (j * m) = phase N k j ^ m := by
  unfold phase
  rw [← Complex.exp_nat_mul]
  congr 1
  push_cast
  ring
```

## (c) When a phase equals one

Show that \(p_j=1\iff N\mid kj\).

**Solution.** An exponential is one exactly when its exponent is \(2\pi\mathrm i n\) for an integer \(n\). Here this means \(-kj/N=n\), or \(kj=N(-n)\). Conversely, \(kj=Nm\) gives \(n=-m\). The two branches of the Lean proof are these two directions.

```lean
/-- For `N ≠ 0`, the Bloch phase of `j` translations is one exactly when `N` divides `k j`. -/
theorem phase_eq_one_iff {N : ℕ} (hN : N ≠ 0) (k : ℤ) (j : ℕ) :
    phase N k j = 1 ↔ (N : ℤ) ∣ k * j := by
  have hNc : (N : ℂ) ≠ 0 := Nat.cast_ne_zero.mpr hN
  unfold phase
  rw [Complex.exp_eq_one_iff]
  constructor
  · rintro ⟨n, hn⟩
    refine ⟨-n, ?_⟩
    rw [div_eq_iff hNc] at hn
    have h : (k * j : ℂ) = N * (-n) := by
      apply mul_left_cancel₀ Complex.two_pi_I_ne_zero
      linear_combination -hn
    exact_mod_cast h
  · rintro ⟨m, hm⟩
    have hc : (k * j : ℂ) = N * m := by exact_mod_cast hm
    refine ⟨-m, ?_⟩
    rw [div_eq_iff hNc]
    push_cast
    linear_combination (-2 * Real.pi * Complex.I) * hc
```

## (d) The translation eigenvalue

Let \(T^N=1\). Show that
\[
T\psi_k(x)=e^{2\pi\mathrm i k/N}\psi_k(x).
\]

**Solution.** By (a),
\[
p_1T\psi_k(x)=\sum_{j<N}p_{j+1}T^{j+1}x .
\]
This is the original sum with its \(j=0\) term replaced by the \(j=N\) term. Both terms equal \(x\), because \(p_N=p_0=1\) and \(T^N=1\) (`hends`). Hence \(p_1T\psi_k(x)=\psi_k(x)\) (`step`), and multiplying by \(p_1^{-1}=e^{2\pi\mathrm i k/N}\) finishes. The equation also holds when \(\psi_k(x)=0\).

```lean
/-- If `T^N = 1` with `N ≠ 0`, the momentum state satisfies `T ψ = exp(2πi k / N) ψ`. -/
theorem translate_momentumState {T : E →ₗ[ℂ] E} {N : ℕ} (hN : N ≠ 0) (hTN : T ^ N = 1)
    (k : ℤ) (x : E) :
    T (momentumState T N k x) =
      Complex.exp (2 * Real.pi * Complex.I * k / N) • momentumState T N k x := by
  -- the summand is the same at `j = N` and at `j = 0`, so the sum may be shifted by one
  have hends : phase N k N • (T ^ N) x = phase N k 0 • (T ^ 0) x := by
    rw [(phase_eq_one_iff hN k N).mpr (dvd_mul_left _ _),
      (phase_eq_one_iff hN k 0).mpr (by simp), hTN, pow_zero]
  have h := (sum_range_succ' (fun j => phase N k j • (T ^ j) x) N).symm.trans
    (sum_range_succ (fun j => phase N k j • (T ^ j) x) N)
  have step : phase N k 1 • T (momentumState T N k x) = momentumState T N k x := by
    unfold momentumState
    rw [map_sum, smul_sum]
    calc ∑ j ∈ range N, phase N k 1 • T (phase N k j • (T ^ j) x)
        = ∑ j ∈ range N, phase N k (j + 1) • (T ^ (j + 1)) x := by
          refine sum_congr rfl fun j _ => ?_
          rw [map_smul, smul_smul, pow_succ', Module.End.mul_apply, phase_add, mul_comm]
      _ = ∑ j ∈ range N, phase N k j • (T ^ j) x :=
          add_right_cancel (h.trans (congrArg _ hends))
  have hinv : Complex.exp (2 * Real.pi * Complex.I * k / N) * phase N k 1 = 1 := by
    rw [phase, ← Complex.exp_add, ← Complex.exp_zero]
    congr 1
    push_cast
    ring
  calc T (momentumState T N k x)
      = (Complex.exp (2 * Real.pi * Complex.I * k / N) * phase N k 1) •
          T (momentumState T N k x) := by rw [hinv, one_smul]
    _ = _ := by rw [mul_smul, step]
```

## (e) Separating repetitions from one orbit

Let \(T^Rx=x\) and \(N=RM\). Show that
\[
\psi_k(x)=\Big(\sum_{m<M}p_R^{\,m}\Big)\sum_{r<R}p_r\,T^rx .
\]

**Solution.** Write each \(j<N\) uniquely as \(j=Rm+r\) with \(r<R\). Then \(T^jx=T^rx\), and (a) and (b) give \(p_j=p_R^{\,m}p_r\). Lean adds one block of \(R\) terms at a time, by induction.

```lean
/-- If `x` returns to itself after `R` translations and `N = R M`, the momentum state is
a geometric sum over `M` repetitions times a sum over `R` translations. -/
theorem momentumState_factor {T : E →ₗ[ℂ] E} {N R M : ℕ} {x : E}
    (hR : Function.IsPeriodicPt (⇑T) R x) (hNM : N = R * M) (k : ℤ) :
    momentumState T N k x =
      (∑ m ∈ range M, phase N k R ^ m) • ∑ r ∈ range R, phase N k r • (T ^ r) x := by
  have key : ∀ L : ℕ, ∑ j ∈ range (R * L), phase N k j • (T ^ j) x =
      (∑ m ∈ range L, phase N k R ^ m) • ∑ r ∈ range R, phase N k r • (T ^ r) x := by
    intro L
    induction L with
    | zero => simp
    | succ L ih =>
      have hL : (T ^ (R * L)) x = x := by
        rw [Module.End.pow_apply]
        exact hR.mul_const L
      rw [Nat.mul_succ, sum_range_add, ih, sum_range_succ, add_smul]
      congr 1
      rw [smul_sum]
      refine sum_congr rfl fun r _ => ?_
      rw [phase_add, phase_mul, mul_smul, add_comm (R * L) r, pow_add,
        Module.End.mul_apply, hL]
  have h := key M
  rw [← hNM] at h
  exact h
```

## (f) Powers acting on basis vectors

Let \(Tb_i=b_{\sigma(i)}\) for a family \(b\) and an index map \(\sigma\). Show that \(T^jb_s=b_{\sigma^j(s)}\).

**Solution.** This is true for \(j=0\), and each further \(T\) applies \(\sigma\) once more.

```lean
/-- If `T` maps `b i` to `b (σ i)` for every `i`, then `T^j` maps `b s` to `b (σ^[j] s)`. -/
theorem pow_apply_basis {T : E →ₗ[ℂ] E} {b : ι → E} {σ : ι → ι}
    (hT : ∀ i, T (b i) = b (σ i)) (j : ℕ) (s : ι) : (T ^ j) (b s) = b (σ^[j] s) := by
  induction j with
  | zero => simp
  | succ j ih => rw [pow_succ', Module.End.mul_apply, ih, hT, Function.iterate_succ_apply']
```

## (g) The norm of one orbit

Let \(b\) also be orthonormal, let \(R\) be the least positive period of \(b_s\), and let \(|c_r|=1\). Show that
\[
\Big\|\sum_{r<R}c_rT^rb_s\Big\|^2=R .
\]

**Solution.** By (f), every \(T^rb_s\) belongs to the family. If two agreed for \(r<r'<R\), applying \(T^{R-r'}\) would return \(b_s\) after \(R-r'+r<R\) steps, contradicting minimality. The vectors are therefore orthonormal (`hinj` supplies distinctness), and the squared norm is \(\sum_{r<R}|c_r|^2=R\). Lean's `Function.minimalPeriod` is 0 for a vector that never returns; both sides are then zero.

```lean
/-- Let `T` map each member of an orthonormal family to a member of the family, and let `R` be the
minimal period of `b s`. The sum over `r < R` of `c r • T^r (b s)`, with all `c r` of modulus one,
has squared norm `R`. -/
theorem orbit_norm_sq {T : E →ₗ[ℂ] E} {b : ι → E} {σ : ι → ι} (hb : Orthonormal ℂ b)
    (hT : ∀ i, T (b i) = b (σ i)) {s : ι} {R : ℕ}
    (hR : Function.minimalPeriod (⇑T) (b s) = R) {c : ℕ → ℂ} (hc : ∀ r, ‖c r‖ = 1) :
    ‖∑ r ∈ range R, c r • (T ^ r) (b s)‖ ^ 2 = R := by
  subst hR
  -- the orbit visits distinct basis vectors
  have hinj : Function.Injective
      (fun r : Fin (Function.minimalPeriod (⇑T) (b s)) => σ^[(r : ℕ)] s) := by
    intro r r' h
    apply Fin.ext
    apply Function.iterate_injOn_Iio_minimalPeriod (f := ⇑T) (x := b s) r.2 r'.2
    change (⇑T)^[(r : ℕ)] (b s) = (⇑T)^[(r' : ℕ)] (b s)
    have h1 := pow_apply_basis hT r s
    have h2 := pow_apply_basis hT r' s
    rw [Module.End.pow_apply] at h1 h2
    exact h1.trans ((congrArg b h).trans h2.symm)
  have key := (hb.comp _ hinj).inner_sum (fun r => c r) (fun r => c r) univ
  have hone : ∀ r : ℕ, (starRingEnd ℂ) (c r) * c r = 1 := by
    intro r
    rw [Complex.conj_mul', hc]
    simp
  have hsum : ∑ r ∈ range (Function.minimalPeriod (⇑T) (b s)), c r • (T ^ r) (b s) =
      ∑ r : Fin (Function.minimalPeriod (⇑T) (b s)),
        c r • (b ∘ fun r : Fin (Function.minimalPeriod (⇑T) (b s)) => σ^[(r : ℕ)] s) r := by
    rw [sum_range]
    exact sum_congr rfl fun r _ => congrArg (c (r : ℕ) • ·) (pow_apply_basis hT r s)
  have hcoef : ∑ r : Fin (Function.minimalPeriod (⇑T) (b s)),
      (starRingEnd ℂ) (c r) * c r = (Function.minimalPeriod (⇑T) (b s) : ℂ) := by
    simp only [hone, sum_const, card_univ, Fintype.card_fin, nsmul_eq_mul, mul_one]
  rw [hsum]
  apply Complex.ofReal_injective
  rw [Complex.ofReal_pow, Complex.ofReal_natCast]
  exact (inner_self_eq_norm_sq_to_K (𝕜 := ℂ) _).symm.trans (key.trans hcoef)
```

## (h) The momentum test and the norm

Keep these assumptions and let \(T^N=1\). Show that
\[
\psi_k(b_s)\ne0\iff N\mid kR,\qquad
N\mid kR\ \Rightarrow\ \|\psi_k(b_s)\|^2=\frac{N^2}{R}.
\]

**Solution.** Since \(T^Nb_s=b_s\), \(R\) divides \(N\); write \(N=RM\) and use (e). If \(N\mid kR\), then \(p_R=1\) by (c), the geometric sum is \(M\), and (g) gives \(M^2R=N^2/R>0\). Otherwise \(p_R\ne1\) but \(p_R^M=p_N=1\), so
\[
\sum_{m<M}p_R^{\,m}=\frac{p_R^M-1}{p_R-1}=0 .
\]

When \(N\mid kR\), the normalised state is \((\sqrt R/N)\,\psi_k(b_s)\). In the smallest case, \(R=1\), only momenta divisible by \(N\) survive.

The Lean statement is the conjunction of the two claims. It needs neither a complete basis nor a separate unitarity hypothesis. A basis in which a fermionic translation produces minus signs violates `hT`, so the theorem does not apply to it unless the signs can first be absorbed into the basis vectors.

```lean
/-- Let `T` permute orthonormal vectors, with `T^N = 1` and `N ≠ 0`, and let `b s` have least
positive period `R`. Its momentum state is nonzero exactly when `N` divides `k R`, and then
has squared norm `N² / R`. -/
theorem momentumState_ne_zero_iff_and_norm_sq {T : E →ₗ[ℂ] E} {b : ι → E} {σ : ι → ι}
    (hb : Orthonormal ℂ b) (hT : ∀ i, T (b i) = b (σ i)) {N : ℕ} (hN : N ≠ 0)
    (hTN : T ^ N = 1) {s : ι} {R : ℕ} (hR : Function.minimalPeriod (⇑T) (b s) = R) (k : ℤ) :
    (momentumState T N k (b s) ≠ 0 ↔ (N : ℤ) ∣ k * R) ∧
      ((N : ℤ) ∣ k * R → ‖momentumState T N k (b s)‖ ^ 2 = (N : ℝ) ^ 2 / R) := by
  have hper : Function.IsPeriodicPt (⇑T) N (b s) := by
    change (⇑T)^[N] (b s) = b s
    rw [← Module.End.pow_apply, hTN, Module.End.one_apply]
  have hRper : Function.IsPeriodicPt (⇑T) R (b s) :=
    hR ▸ Function.isPeriodicPt_minimalPeriod (⇑T) (b s)
  obtain ⟨M, hM⟩ : R ∣ N := hR ▸ hper.minimalPeriod_dvd
  have hR0 : (R : ℝ) ≠ 0 := by
    rintro h
    exact hN (by rw [hM, Nat.cast_eq_zero.mp h, zero_mul])
  have hphase : ∀ r, ‖phase N k r‖ = 1 := by
    intro r
    have h : phase N k r =
        Complex.exp (((-2 * Real.pi * k * r / N : ℝ) : ℂ) * Complex.I) := by
      unfold phase
      congr 1
      push_cast
      ring
    rw [h, Complex.norm_exp_ofReal_mul_I]
  have hfac := momentumState_factor hRper hM k
  -- constructive interference of the repetitions
  have hnorm : (N : ℤ) ∣ k * R →
      ‖momentumState T N k (b s)‖ ^ 2 = (N : ℝ) ^ 2 / R := by
    intro hd
    have hsum : ∑ m ∈ range M, phase N k R ^ m = (M : ℂ) := by
      rw [(phase_eq_one_iff hN k R).mpr hd]
      simp
    have hNr : (N : ℝ) = R * M := by exact_mod_cast hM
    rw [hfac, hsum, norm_smul, mul_pow, orbit_norm_sq hb hT hR hphase,
      Complex.norm_natCast, hNr, eq_div_iff hR0]
    ring
  refine ⟨⟨fun hne => ?_, fun hd h0 => ?_⟩, hnorm⟩
  · -- destructive interference otherwise
    by_contra hd
    have h1 : phase N k R ≠ 1 := fun h => hd ((phase_eq_one_iff hN k R).mp h)
    have hpow : phase N k R ^ M = 1 := by
      rw [← phase_mul, ← hM]
      exact (phase_eq_one_iff hN k N).mpr (dvd_mul_left _ _)
    apply hne
    rw [hfac, geom_sum_eq h1, hpow, sub_self, zero_div, zero_smul]
  · have h := hnorm hd
    rw [h0, norm_zero] at h
    have hpos : (N : ℝ) ^ 2 / R ≠ 0 :=
      div_ne_zero (pow_ne_zero 2 (Nat.cast_ne_zero.mpr hN)) hR0
    exact hpos (by rw [← h]; norm_num)
```

## (i) The Néel configuration on four sites

Let \(T\) shift the spin configurations of a four-site ring by one site. Show that it permutes an orthonormal basis, that \(T^4=1\), and that the Néel configuration has least period \(2\).

**Solution.** Distinct configurations are orthonormal basis vectors, and \(T\) is defined by linear extension of the shift.

```lean
/-- Translation of the spin configurations of a four-site ring by one site. -/
def ringShift (c : Fin 4 → Bool) : Fin 4 → Bool := fun i => c (i + 1)

/-- The Néel configuration up, down, up, down. -/
def neel : Fin 4 → Bool := ![true, false, true, false]

/-- The orthonormal basis of spin configurations of the four-site ring. -/
def spinBasis : OrthonormalBasis (Fin 4 → Bool) ℂ (EuclideanSpace ℂ (Fin 4 → Bool)) :=
  EuclideanSpace.basisFun _ ℂ

/-- The linear translation operator of the four-site spin ring. -/
def spinShift : EuclideanSpace ℂ (Fin 4 → Bool) →ₗ[ℂ] EuclideanSpace ℂ (Fin 4 → Bool) :=
  spinBasis.toBasis.constr ℂ (fun c => spinBasis (ringShift c))
```

Four shifts restore every configuration, hence every vector. One shift exchanges up and down in the Néel configuration, and a second restores it. Lean uses that 2 is prime: a period dividing 2 is 2 unless one shift already suffices. With \(N=4\) and \(R=2\), part (h) keeps the even momenta, with squared norm \(8\).

```lean
/-- The translation of the four-site spin ring permutes the orthonormal spin configurations,
its fourth power is one, and the Néel configuration has least period two. -/
theorem spinShift_witness :
    Orthonormal ℂ spinBasis ∧ (∀ c, spinShift (spinBasis c) = spinBasis (ringShift c)) ∧
      spinShift ^ 4 = 1 ∧ Function.minimalPeriod (⇑spinShift) (spinBasis neel) = 2 := by
  have hT : ∀ c, spinShift (spinBasis c) = spinBasis (ringShift c) := by
    intro c
    have h := spinBasis.toBasis.constr_basis ℂ (fun c => spinBasis (ringShift c)) c
    rw [OrthonormalBasis.coe_toBasis] at h
    exact h
  refine ⟨spinBasis.orthonormal, hT, ?_, ?_⟩
  · apply spinBasis.toBasis.ext
    intro c
    have hc : ringShift^[4] c = c := by
      funext i
      fin_cases i <;> rfl
    rw [OrthonormalBasis.coe_toBasis, pow_apply_basis hT, hc, Module.End.one_apply]
  · have : Fact (Nat.Prime 2) := ⟨Nat.prime_two⟩
    apply Function.minimalPeriod_eq_prime
    · change spinShift (spinShift (spinBasis neel)) = spinBasis neel
      rw [hT, hT]
      exact congrArg spinBasis (by decide)
    · intro h
      have h' : spinBasis (ringShift neel) = spinBasis neel := (hT neel).symm.trans h
      exact absurd (spinBasis.orthonormal.linearIndependent.injective h') (by decide)

end

end MomentumStates
```

```lean
#print axioms MomentumStates.translate_momentumState
-- 'MomentumStates.translate_momentumState' depends on axioms: [propext, Classical.choice, Quot.sound]
#print axioms MomentumStates.momentumState_ne_zero_iff_and_norm_sq
-- 'MomentumStates.momentumState_ne_zero_iff_and_norm_sq' depends on axioms: [propext, Classical.choice, Quot.sound]
```
